# The smallest variance of an unbiased linear estimate of the energy per atom from independent total energies

**A:** Let structure $s$ have $N_s$ atoms and total energy $E_s = N_s e + \xi_s$, where the energy per atom $e$ is the same for all structures (as for supercells of one crystal if finite-size errors are negligible) and the noises $\xi_s$ are independent, with mean zero and variance $v_s > 0$. Every linear estimator $\sum_s a_s E_s$ that is unbiased for all $e$ has variance at least $1/I$, where $I = \sum_s N_s^2/v_s$. Equality holds exactly when $a_s = c\,N_s/v_s$ for some constant $c$.

**Q:** Before I look at any code, convince me by ordinary algebra.

**A:** The noises have mean zero, so the estimator has mean $e\sum_s a_s N_s$. This equals $e$ for every $e$ exactly when $\sum_s a_s N_s = 1$. The deterministic part adds no variance and independence removes the cross terms, which leaves $\sum_s a_s^2 v_s$.

The constraint forces some $N_s \neq 0$, so $I > 0$. Put $w_s = N_s/(v_s I)$ and expand:

$$v_s(a_s-w_s)^2 = a_s^2 v_s - \frac{2}{I}\,a_s N_s + \frac{1}{I^2}\,\frac{N_s^2}{v_s}.$$

Summing over $s$, the last two terms give $-2/I + 1/I = -1/I$. Hence

$$\sum_s a_s^2 v_s = \frac{1}{I} + \sum_s v_s(a_s-w_s)^2 .$$

The last sum is non-negative and vanishes only for $a_s = w_s$, which has the stated form with $c = 1/I$. Conversely, if $a_s = c\,N_s/v_s$, the constraint reads $cI = 1$, so $a_s = w_s$.

**Q:** What does the formal version mean by noise? Errors in computed energies are often systematic.

**A:** It means random error only. `IsNoise` asks that the real functions `ξ s` be square-integrable, centred, pairwise independent and of variance `v s` under a measure `μ`, which the theorems about noise take to be a probability measure. Statistical errors of separate Monte Carlo runs are the natural example. A systematic error, such as that of a density functional, violates these assumptions, unless it is proportional to $N_s$. It is then absorbed into $e$, and the estimate inherits the error per atom.

In Lean 4 with Mathlib:

```lean
import Mathlib

open MeasureTheory ProbabilityTheory
open scoped NNReal

namespace EnergyPerAtomEstimation

noncomputable section

variable {S Ω : Type*} [Fintype S] [MeasurableSpace Ω]

/-- The noises `ξ s` of the structures `s` are square-integrable, have mean zero and
variance `v s`, and are pairwise independent. -/
structure IsNoise (μ : Measure Ω) (v : S → ℝ) (ξ : S → Ω → ℝ) : Prop where
  memLp : ∀ s, MemLp (ξ s) 2 μ
  mean_zero : ∀ s, ∫ ω, ξ s ω ∂μ = 0
  indep : Pairwise fun s t => IndepFun (ξ s) (ξ t) μ
  variance_eq : ∀ s, variance (ξ s) μ = v s
```

**Q:** And the energies and the estimator?

**A:** They are the formulas above. `S` is a finite set of structures, and the sizes `N s` may be any real numbers, positive atom counts included. The weights `a s` are fixed numbers that do not depend on the data.

```lean
/-- The total energy of structure `s`: size `N s` times energy per atom `e`, plus noise. -/
def totalEnergy (N : S → ℝ) (ξ : S → Ω → ℝ) (e : ℝ) (s : S) (ω : Ω) : ℝ :=
  N s * e + ξ s ω

/-- The linear estimator that adds up the total energies with weights `a s`. -/
def estimator (a N : S → ℝ) (ξ : S → Ω → ℝ) (e : ℝ) (ω : Ω) : ℝ :=
  ∑ s, a s * totalEnergy N ξ e s ω
```

**Q:** Why demand unbiasedness for every $e$, when nature has only one?

**A:** Because we don't know which one. At $e = 0$ alone, zero weights would have the correct mean and zero variance, and the bound would fail. `IsUnbiased` therefore quantifies over all real `e`.

```lean
/-- The estimator is unbiased: its expectation is the energy per atom, whatever that is. -/
def IsUnbiased (μ : Measure Ω) (a N : S → ℝ) (ξ : S → Ω → ℝ) : Prop :=
  ∀ e : ℝ, ∫ ω, estimator a N ξ e ω ∂μ = e
```

Two more definitions name $I$ and $w_s$.

```lean
/-- The sum `∑ N²/v`, for nonzero `v`, called the information here. -/
def information (N v : S → ℝ) : ℝ := ∑ s, N s ^ 2 / v s

/-- The normalised weights `(N/v) / ∑ N²/v`, for nonzero `v` and nonzero information. -/
def bestWeight (N v : S → ℝ) (s : S) : ℝ := N s / v s / information N v
```

**Q:** So what exactly does the main theorem say?

**A:** `variance_bound` assumes the noise conditions `h`, positive variances `hv` and unbiasedness `hu`. For each `e` it concludes that the variance is at least `1 / information N v`, and that equality is equivalent to the existence of a `c` with `a s = c * (N s / v s)` for all `s`. These $a_s$ multiply the energies and are not the weights of a least-squares loss. The best estimate is also the $e$ that minimises $\sum_s (E_s - N_s e)^2/v_s$, where the squared residuals of the total energies have weights $1/v_s$. The theorem doesn't treat several fitted parameters, correlated noise or estimation of the $v_s$.

**Q:** Does the proof follow your algebra?

**A:** Yes. First the estimator is split into its deterministic part and its noise; integrating then gives the constraint, with $e = 1$ used for the forward direction.

```lean
omit [MeasurableSpace Ω] in
/-- The estimator splits into a deterministic part and a weighted sum of noises. -/
theorem estimator_eq (a N : S → ℝ) (ξ : S → Ω → ℝ) (e : ℝ) :
    estimator a N ξ e = fun ω => (∑ s, a s * N s) * e + ∑ s, a s * ξ s ω := by
  funext ω
  simp only [estimator, totalEnergy, mul_add, Finset.sum_add_distrib, Finset.sum_mul, mul_assoc]

variable {μ : Measure Ω} [IsProbabilityMeasure μ] {a N v : S → ℝ} {ξ : S → Ω → ℝ}

/-- For noises in the sense of `IsNoise`, a linear estimator is unbiased exactly when its weights
satisfy `∑ a N = 1`. -/
theorem isUnbiased_iff (h : IsNoise μ v ξ) :
    IsUnbiased μ a N ξ ↔ ∑ s, a s * N s = 1 := by
  have hi : ∀ s, Integrable (fun ω => a s * ξ s ω) μ := fun s =>
    ((h.memLp s).integrable one_le_two).const_mul (a s)
  have hsum : Integrable (fun ω => ∑ s, a s * ξ s ω) μ :=
    integrable_finsetSum _ fun s _ => hi s
  have hmean : ∀ e, ∫ ω, estimator a N ξ e ω ∂μ = (∑ s, a s * N s) * e := by
    intro e
    rw [estimator_eq, integral_add (integrable_const _) hsum,
      integral_finsetSum _ fun s _ => hi s]
    simp [integral_const_mul, h.mean_zero]
  constructor
  · intro hu
    have h1 := hu 1
    rwa [hmean, mul_one] at h1
  · intro ha e
    rw [hmean, ha, one_mul]
```

The variance comes next. `variance_const_add` removes the deterministic part, and `IndepFun.variance_sum` adds the independent contributions.

```lean
/-- For independent noises of variance `v` the variance of the linear estimator is `∑ a² v`. -/
theorem variance_estimator (h : IsNoise μ v ξ) (e : ℝ) :
    variance (estimator a N ξ e) μ = ∑ s, a s ^ 2 * v s := by
  have hL : ∀ s, MemLp (fun ω => a s * ξ s ω) 2 μ := fun s => (h.memLp s).const_mul (a s)
  have hind : ∀ s t, s ≠ t →
      IndepFun (fun ω => a s * ξ s ω) (fun ω => a t * ξ t ω) μ := fun s t hst =>
    (h.indep hst).comp (measurable_const_mul (a s)) (measurable_const_mul (a t))
  have hmeas : AEStronglyMeasurable (fun ω => ∑ s, a s * ξ s ω) μ :=
    (memLp_finsetSum _ fun s _ => hL s).aestronglyMeasurable
  have hfun : (fun ω => ∑ s, a s * ξ s ω) = ∑ s, fun ω => a s * ξ s ω := by
    ext ω
    simp
  -- the deterministic part drops out, and independent variances add
  rw [estimator_eq, variance_const_add hmeas, hfun,
    IndepFun.variance_sum (fun s _ => hL s) (fun s _ t _ hst => hind s t hst)]
  refine Finset.sum_congr rfl fun s _ => ?_
  rw [variance_const_mul, h.variance_eq]
```

Then comes the completed square. In `sum_sq_eq_add_excess`, `hterm` is the expansion for one structure, and the final `simp only` sums it and inserts the constraint.

```lean
/-- The information is positive if all noise variances are positive and some size is nonzero. -/
theorem information_pos (hv : ∀ s, 0 < v s) (hN : ∃ s, N s ≠ 0) : 0 < information N v := by
  obtain ⟨s, hs⟩ := hN
  exact Finset.sum_pos' (fun t _ => div_nonneg (sq_nonneg _) (hv t).le)
    ⟨s, Finset.mem_univ s, div_pos (by positivity) (hv s)⟩

/-- For positive `v` and weights with `∑ a N = 1`, the sum `∑ a² v` exceeds the inverse
information by the `v`-weighted squared distance of `a` from the weights `bestWeight`. -/
theorem sum_sq_eq_add_excess (hv : ∀ s, 0 < v s) (ha : ∑ s, a s * N s = 1) :
    ∑ s, a s ^ 2 * v s
      = 1 / information N v + ∑ s, v s * (a s - bestWeight N v s) ^ 2 := by
  have hN : ∃ s, N s ≠ 0 := by
    by_contra hcon
    push Not at hcon
    simp [hcon] at ha
  have hI : information N v ≠ 0 := (information_pos hv hN).ne'
  -- expand the square for each structure
  have hterm : ∀ s, v s * (a s - bestWeight N v s) ^ 2
      = a s ^ 2 * v s - 2 / information N v * (a s * N s)
        + 1 / information N v ^ 2 * (N s ^ 2 / v s) := by
    intro s
    have hs := (hv s).ne'
    unfold bestWeight
    field_simp
    ring
  have hfold : ∑ s, N s ^ 2 / v s = information N v := rfl
  have hinv : 1 / information N v ^ 2 * information N v = 1 / information N v := by
    field_simp
  simp only [hterm, Finset.sum_add_distrib, Finset.sum_sub_distrib, ← Finset.mul_sum, ha]
  rw [hfold, hinv]
  ring
```

The main theorem rewrites the variance in this form. A vanishing sum of non-negative terms makes each term zero, which gives one direction of the equality case; `hcI`, the relation $cI = 1$, gives the other.

```lean
/-- With independent noises of positive variance `v`, every unbiased linear estimator of the
energy per atom has variance at least `1 / ∑ N²/v`, with equality exactly when its weights are
proportional to `N/v`. -/
theorem variance_bound (h : IsNoise μ v ξ) (hv : ∀ s, 0 < v s)
    (hu : IsUnbiased μ a N ξ) (e : ℝ) :
    1 / information N v ≤ variance (estimator a N ξ e) μ ∧
      (variance (estimator a N ξ e) μ = 1 / information N v ↔
        ∃ c : ℝ, ∀ s, a s = c * (N s / v s)) := by
  have ha := (isUnbiased_iff h).1 hu
  have hnn : ∀ s ∈ Finset.univ, 0 ≤ v s * (a s - bestWeight N v s) ^ 2 :=
    fun s _ => mul_nonneg (hv s).le (sq_nonneg _)
  rw [variance_estimator h, sum_sq_eq_add_excess hv ha]
  refine ⟨le_add_of_nonneg_right (Finset.sum_nonneg hnn), ?_, ?_⟩
  · -- no excess: every weight is the best one
    intro heq
    have h0 : ∑ s, v s * (a s - bestWeight N v s) ^ 2 = 0 := by linarith
    refine ⟨1 / information N v, fun s => ?_⟩
    have hs := (Finset.sum_eq_zero_iff_of_nonneg hnn).1 h0 s (Finset.mem_univ s)
    have hsq := (mul_eq_zero.1 hs).resolve_left (hv s).ne'
    have hd : a s - bestWeight N v s = 0 := pow_eq_zero_iff two_ne_zero |>.1 hsq
    rw [sub_eq_zero.1 hd, bestWeight]
    ring
  · -- unbiasedness fixes the constant of proportionality
    rintro ⟨c, hc⟩
    have hcI : c * information N v = 1 := by
      calc c * information N v = ∑ s, a s * N s := by
            rw [information, Finset.mul_sum]
            refine Finset.sum_congr rfl fun s _ => ?_
            rw [hc s]
            ring
        _ = 1 := ha
    have hc1 : c = 1 / information N v := eq_one_div_of_mul_eq_one_left hcI
    have h0 : ∀ s, a s - bestWeight N v s = 0 := by
      intro s
      rw [hc s, hc1, bestWeight]
      ring
    simp [h0]
```

**Q:** Is the bound ever reached, or is it merely a bound?

**A:** It is reached by the weights $w_s$ whenever some size is nonzero. They satisfy the constraint because $\sum_s w_s N_s = I/I = 1$, and the equality case supplies their variance.

```lean
/-- For noises in the sense of `IsNoise`, if all variances `v s` are positive and some size is
nonzero, the weights `bestWeight` give an unbiased estimator whose variance is `1 / ∑ N²/v`. -/
theorem bestWeight_attains (h : IsNoise μ v ξ) (hv : ∀ s, 0 < v s) (hN : ∃ s, N s ≠ 0)
    (e : ℝ) :
    IsUnbiased μ (bestWeight N v) N ξ ∧
      variance (estimator (bestWeight N v) N ξ e) μ = 1 / information N v := by
  have hu : IsUnbiased μ (bestWeight N v) N ξ := by
    rw [isUnbiased_iff h]
    calc ∑ s, bestWeight N v s * N s = information N v / information N v := by
          conv_rhs => rw [information, Finset.sum_div]
          refine Finset.sum_congr rfl fun s _ => ?_
          rw [bestWeight, information]
          ring
      _ = 1 := div_self (information_pos hv hN).ne'
  refine ⟨hu, (variance_bound h hv hu e).2.2 ⟨1 / information N v, fun s => ?_⟩⟩
  rw [bestWeight]
  ring
```

**Q:** Last doubt: does any noise satisfy your conditions?

**A:** Independent centred Gaussians do, for any prescribed non-negative variances. The witness takes the product of the Gaussian measures and uses the coordinates as noises.

```lean
/-- The coordinates under a product of centred Gaussians of variances `v s` are noises in the
sense of `IsNoise`. -/
theorem isNoise_witness (v : S → ℝ≥0) :
    IsNoise (Measure.pi fun s => gaussianReal 0 (v s)) (fun s => (v s : ℝ))
      (fun s (ω : S → ℝ) => ω s) := by
  have mp := fun s => measurePreserving_eval (fun s => gaussianReal 0 (v s)) s
  refine ⟨fun s => ?_, fun s => ?_, fun s t hst => ?_, fun s => ?_⟩
  · exact (memLp_id_gaussianReal' 2 (by simp)).comp_measurePreserving (mp s)
  · have hm := integral_map (mp s).aemeasurable (f := (id : ℝ → ℝ)) aestronglyMeasurable_id
    rw [(mp s).map_eq] at hm
    exact hm.symm.trans integral_id_gaussianReal
  · exact (iIndepFun_pi (μ := fun s => gaussianReal 0 (v s))
      (X := fun _ => (id : ℝ → ℝ)) fun _ => aemeasurable_id).indepFun hst
  · have hm := variance_map (X := (id : ℝ → ℝ)) aemeasurable_id (mp s).aemeasurable
    rw [(mp s).map_eq] at hm
    exact hm.symm.trans variance_id_gaussianReal

end

end EnergyPerAtomEstimation
```

```lean
#print axioms EnergyPerAtomEstimation.variance_bound
#print axioms EnergyPerAtomEstimation.bestWeight_attains
```

```
'EnergyPerAtomEstimation.variance_bound' depends on axioms: [propext, Classical.choice, Quot.sound]
'EnergyPerAtomEstimation.bestWeight_attains' depends on axioms: [propext, Classical.choice, Quot.sound]
```
